# Lang-Firsov form of the one-site Hubbard-Holstein Hamiltonian: displaced boson and interaction U − 2g²/w

## One oscillator and a fixed number of electrons

Take an oscillator with lowering and raising operators b and b†, quantum of energy w ≠ 0 (ħ = 1), and a site that holds a fixed number N of electrons, N = 0, 1 or 2. The electrons push on the oscillator with a real coupling g. Since N is a number, the square can be completed:

    w b†b + gN(b + b†) = w (b† + gN/w)(b + gN/w) − g²N²/w

The oscillator keeps its quantum w, its centre moves in proportion to N, and its energy shifts by −g²N²/w. With an on-site repulsion U paid only at N = 2, the energies E(N) without displaced quanta are

    E(0) = 0,   E(1) = −g²/w,   E(2) = U − 4g²/w
    E(2) + E(0) − 2E(1) = U − 2g²/w

The shift is quadratic in N, so two electrons gain −4g²/w where two separate ones gain −2g²/w, and the difference acts as a change of U. The same computation holds when N is replaced by an operator, provided the spin occupations square to themselves and commute with each other and with the boson.

## The site relations and the Hamiltonian

All operators live in an algebra `A`, a ring that need not be commutative and whose elements can be multiplied by real numbers (`•`).

```lean
import Mathlib

open Polynomial

namespace LangFirsov

noncomputable section

variable {A : Type*} [Ring A] [Algebra ℝ A]
```

Four elements are given: `b` and `bd` for b and b† (the comments in the code write b*), and `nu` and `nd` for the occupations n↑ and n↓. The postulated relations are

    [b, b†] = 1,   n↑² = n↑,   n↓² = n↓,   [n↑, n↓] = 0
    [nσ, b] = [nσ, b†] = 0   for σ = ↑, ↓

The first is the boson commutator. Idempotency is the Pauli principle for one spin orbital: an occupation takes the values 0 and 1. It is assumed, since fermion creation and annihilation operators are not part of the model. The remaining relations say that the two occupations commute with each other and with the oscillator operators. The dagger is only a name: `A` carries no adjoint and no inner product, and b† is any element with these relations.

```lean
/-- One site: a boson pair `b`, `bd` with `[b, bd] = 1`, and idempotent occupations `nu`, `nd`
commuting with each other and with the boson operators. -/
structure HolsteinSite (b bd nu nd : A) : Prop where
  ccr : b * bd - bd * b = 1
  nu_idem : nu * nu = nu
  nd_idem : nd * nd = nd
  nu_nd : Commute nu nd
  nu_b : Commute nu b
  nu_bd : Commute nu bd
  nd_b : Commute nd b
  nd_bd : Commute nd bd
```

For a real number c and elements n and a, the displaced operator is a + c n.

```lean
/-- The boson operator `a` displaced by `c` times the occupation `n`. -/
def shift (c : ℝ) (n a : A) : A := a + c • n
```

With n = n↑ + n↓ from now on, the Hamiltonian is

    H = w b†b + g n (b + b†) + U n↑n↓

The boson couples to n itself, not to n − 1. There is no zero-point term, no site energy and no hopping, and w, g, U are real numbers of either sign.

```lean
/-- The atomic Hubbard-Holstein Hamiltonian `w b*b + g n (b + b*) + U nu nd`, `n = nu + nd`. -/
def hamiltonian (w g U : ℝ) (b bd nu nd : A) : A :=
  w • (bd * b) + g • ((nu + nd) * (b + bd)) + U • (nu * nd)
```

## The square of the occupation

Expanding the product and using idempotency and n↓n↑ = n↑n↓,

    n² = n↑² + n↑n↓ + n↓n↑ + n↓² = n + 2 n↑n↓

This is the operator version of N² = 0, 1, 4. The proof of `occupation_sq` expands, substitutes the three hypotheses and lets `abel` collect the terms.

```lean
/-- For commuting idempotent occupations, `n² = n + 2 nu nd`. -/
theorem occupation_sq {nu nd : A} (hu : nu * nu = nu) (hd : nd * nd = nd)
    (hc : Commute nu nd) : (nu + nd) * (nu + nd) = (nu + nd) + (2 : ℝ) • (nu * nd) := by
  rw [add_mul, mul_add, mul_add, hu, hd, ← hc.eq, two_smul]
  abel
```

Idempotency cannot simply be dropped from the hypotheses of the final form of H (what the computation uses is its consequence n↑² + n↓² = n↑ + n↓), as an example that violates the Pauli principle, and so is not physically admissible, shows. Let n↑ be 2 times the identity and n↓ = 0, in an algebra with 1 ≠ 0. Every commutation relation holds, but n² = 4 while n + 2n↑n↓ = 2. The oscillator then shifts by −4g²/w, whereas the expression −(g²/w) n + (U − 2g²/w) n↑n↓ gives −2g²/w, which is wrong for every g ≠ 0.

## Displacement preserves the commutator

Set B = b + c n and B† = b† + c n for any real c. Then

    [B, B†] = [b, b†] + c [b, n] + c [n, b†] + c² [n, n] = 1

because n commutes with b, b† and itself. Each nσ commutes with c n and with b, b†, hence with B and B†. So (B, B†, n↑, n↓) satisfies all the site relations again, which is what `shift_site` states. In the proof, `hu` and `hd` give [nσ, c n] = 0 and settle the four mixed relations. For the commutator, `hb` and `hbd` move n to the right of the boson operators, and `module` compares coefficients so that the cross terms cancel.

```lean
/-- Displacing both boson operators by `c n` preserves all relations of the site. -/
theorem shift_site {b bd nu nd : A} (h : HolsteinSite b bd nu nd) (c : ℝ) :
    HolsteinSite (shift c (nu + nd) b) (shift c (nu + nd) bd) nu nd := by
  have hu : Commute nu (c • (nu + nd)) := ((Commute.refl nu).add_right h.nu_nd).smul_right c
  have hd : Commute nd (c • (nu + nd)) :=
    (h.nu_nd.symm.add_right (Commute.refl nd)).smul_right c
  refine ⟨?_, h.nu_idem, h.nd_idem, h.nu_nd, h.nu_b.add_right hu, h.nu_bd.add_right hu,
    h.nd_b.add_right hd, h.nd_bd.add_right hd⟩
  -- the cross terms cancel because n commutes with b and bd
  have hb : (nu + nd) * b = b * (nu + nd) := (h.nu_b.add_left h.nd_b).eq
  have hbd : (nu + nd) * bd = bd * (nu + nd) := (h.nu_bd.add_left h.nd_bd).eq
  have hc := h.ccr
  generalize nu + nd = n at hb hbd ⊢
  simp only [shift, mul_add, add_mul, smul_mul_assoc, mul_smul_comm, hb, hbd]
  rw [← hc]
  module
```

## Completing the square with an operator

Now choose c = g/w. Multiplying out,

    B†B = b†b + c b†n + c n b + c² n²

Only b†n is in the wrong order, so [n, b†] = 0 is the single relation used. With w c = g and w c² = g²/w, both valid for w ≠ 0,

    w B†B = w b†b + g n (b + b†) + (g²/w) n²

In `complete_square`, n is an arbitrary element commuting with b†. After expansion, `match_scalars` produces one equation between real coefficients for each operator product, and `field_simp` uses `hw` in those that contain 1/w.

```lean
/-- Completing the square: `w B*B = w b*b + g n (b + b*) + (g²/w) n²` for the displacement
`g/w`, when `n` commutes with `b*`. -/
theorem complete_square {b bd n : A} (hbd : Commute n bd) {w : ℝ} (hw : w ≠ 0) (g : ℝ) :
    w • (shift (g / w) n bd * shift (g / w) n b)
      = w • (bd * b) + g • (n * (b + bd)) + (g ^ 2 / w) • (n * n) := by
  simp only [shift, mul_add, add_mul, smul_mul_assoc, mul_smul_comm, hbd.eq]
  match_scalars
  all_goals first | ring1 | field_simp
```

## The Hamiltonian in displaced operators

Solving the last identity for the first two terms of H and inserting n²,

    H = w B†B − (g²/w) n² + U n↑n↓
      = w B†B − (g²/w) n + (U − 2g²/w) n↑n↓

The theorem `lang_firsov` says: in any real algebra, for any four elements with the site relations, any w ≠ 0 and any g and U, the operators B = b + (g/w) n and B† = b† + (g/w) n have commutator 1, and H has this form. The first part is the field `ccr` of `shift_site`; the second rewrites with the two previous identities and closes with `module`.

```lean
/-- Lang-Firsov form: `B = b + g n/w`, `B* = b* + g n/w` obey `[B, B*] = 1` and
`H = w B*B - (g²/w) n + (U - 2g²/w) nu nd`. -/
theorem lang_firsov {b bd nu nd : A} (h : HolsteinSite b bd nu nd) {w : ℝ} (hw : w ≠ 0)
    (g U : ℝ) :
    shift (g / w) (nu + nd) b * shift (g / w) (nu + nd) bd
        - shift (g / w) (nu + nd) bd * shift (g / w) (nu + nd) b = 1 ∧
      hamiltonian w g U b bd nu nd
        = w • (shift (g / w) (nu + nd) bd * shift (g / w) (nu + nd) b)
          - (g ^ 2 / w) • (nu + nd) + (U - 2 * (g ^ 2 / w)) • (nu * nd) := by
  refine ⟨(shift_site h _).ccr, ?_⟩
  rw [complete_square (h.nu_bd.add_left h.nd_bd) hw,
    occupation_sq h.nu_idem h.nd_idem h.nu_nd, hamiltonian]
  module
```

At g = 0 the displacement vanishes and the statement reduces to B = b with U unchanged. At U = 2g²/w the n↑n↓ term disappears, and for U < 2g²/w its coefficient is negative. At w = 0 Lean's g/0 = 0 turns the right side into U n↑n↓, while H keeps g n (b + b†), so the identity fails whenever that term is nonzero.

The Lang-Firsov transformation is usually written as a unitary exp[(g/w) n (b† − b)], up to sign convention, which also attaches boson factors to the electron operators and so to the hopping. What is proved above is the polynomial identity that this unitary produces on a single site without hopping; no exponential is constructed. For a one-site, zero-hopping model with linear coupling it identifies −g²/w as the polaron shift per electron and U − 2g²/w as the effective on-site interaction.

## Several modes on the same site

Let k run over a finite index set `ι`, with operators b_k, b†_k, quanta w_k ≠ 0, couplings g_k, and B_k = b_k + (g_k/w_k) n, B†_k = b†_k + (g_k/w_k) n. Summing the completed square over k and writing S = Σ_k g_k²/w_k,

    Σ_k w_k b†_k b_k + Σ_k g_k n (b_k + b†_k) + U n↑n↓
      = Σ_k w_k B†_k B_k − S n + (U − 2S) n↑n↓

The hypotheses of `lang_firsov_multimode` on the operators are the three occupation relations and [n, b†_k] = 0. No boson commutator is assumed and none is concluded, within a mode or between modes. For an empty index set both sides are U n↑n↓. The proof applies `complete_square` to each k, splits the sums and factors n² out.

```lean
/-- Finitely many modes coupled to the site occupation: the Hamiltonian equals
`∑ w_k B_k* B_k - (∑ g_k²/w_k) n + (U - 2 ∑ g_k²/w_k) nu nd`. -/
theorem lang_firsov_multimode {ι : Type*} [Fintype ι] (b bd : ι → A) {nu nd : A}
    (hu : nu * nu = nu) (hd : nd * nd = nd) (hc : Commute nu nd)
    (hbd : ∀ k, Commute (nu + nd) (bd k)) (w g : ι → ℝ) (hw : ∀ k, w k ≠ 0) (U : ℝ) :
    ∑ k, w k • (bd k * b k) + ∑ k, g k • ((nu + nd) * (b k + bd k)) + U • (nu * nd)
      = ∑ k, w k • (shift (g k / w k) (nu + nd) (bd k) * shift (g k / w k) (nu + nd) (b k))
        - (∑ k, g k ^ 2 / w k) • (nu + nd) + (U - 2 * ∑ k, g k ^ 2 / w k) • (nu * nd) := by
  have e := fun k => complete_square (b := b k) (hbd k) (hw k) (g k)
  simp only [e, Finset.sum_add_distrib, ← Finset.sum_smul]
  rw [occupation_sq hu hd hc]
  module
```

## One displaced quantum costs w

Back to one mode. From BB† = B†B + 1,

    (B†B) B† = B† (B†B + 1) = B† (B†B) + B†

The terms in n and n↑n↓ commute with B†, so

    H B† = B† H + w B†

The proof of `ladder` rewrites H in displaced form and keeps only the site relations `S` of the new operators. The first displayed line is `h1`, and `h2` moves n↑n↓ past B†.

```lean
/-- Ladder relation for the displaced creation operator: `H B* = B* H + w B*`. -/
theorem ladder {b bd nu nd : A} (h : HolsteinSite b bd nu nd) {w : ℝ} (hw : w ≠ 0) (g U : ℝ) :
    hamiltonian w g U b bd nu nd * shift (g / w) (nu + nd) bd
      = shift (g / w) (nu + nd) bd * hamiltonian w g U b bd nu nd
        + w • shift (g / w) (nu + nd) bd := by
  rw [(lang_firsov h hw g U).2]
  have S := shift_site h (g / w)
  generalize shift (g / w) (nu + nd) bd = Bd at S ⊢
  generalize shift (g / w) (nu + nd) b = B at S ⊢
  have h0 : B * Bd = Bd * B + 1 := eq_add_of_sub_eq' S.ccr
  have h1 : Bd * B * Bd = Bd * (Bd * B) + Bd := by rw [mul_assoc, h0, mul_add, mul_one]
  have h2 : nu * nd * Bd = Bd * (nu * nd) := (S.nu_bd.mul_left S.nd_bd).eq
  simp only [add_mul, mul_add, sub_mul, mul_sub, smul_mul_assoc, mul_smul_comm, h1, h2,
    S.nu_bd.eq, S.nd_bd.eq]
  module
```

## The tower over a displaced vacuum

To speak of states, the algebra is taken to be the linear maps on a real vector space `V`. Let ψ ≠ 0 with Bψ = 0. Induction on k = 0, 1, 2, … gives

    B (B†)^(k+1) ψ = (k + 1) (B†)^k ψ

For k = 0, BB†ψ = B†Bψ + ψ = ψ. For the step, B B† v = B†B v + v with v = (B†)^(k+1) ψ yields (k + 1) v + v. This is `hl`. If (B†)^(m+1) ψ were zero, then (m + 1)(B†)^m ψ = 0, against m + 1 ≠ 0 and the inductive hypothesis; the case m = 0 is ψ ≠ 0.

```lean
variable {V : Type*} [AddCommGroup V] [Module ℝ V]

/-- If `[B, B*] = 1` and `B` annihilates a nonzero state `ψ`, every `(B*)^m ψ` is nonzero. -/
theorem tower_ne_zero {B Bd : Module.End ℝ V} (hccr : B * Bd - Bd * B = 1) {ψ : V}
    (hψ : ψ ≠ 0) (hvac : B ψ = 0) (m : ℕ) : (Bd ^ m) ψ ≠ 0 := by
  have hc : ∀ v, B (Bd v) = Bd (B v) + v := fun v =>
    LinearMap.congr_fun (eq_add_of_sub_eq' hccr) v
  have hp : ∀ k : ℕ, (Bd ^ (k + 1)) ψ = Bd ((Bd ^ k) ψ) := fun k => by
    rw [pow_succ']; rfl
  -- B lowers the tower with the factor k + 1
  have hl : ∀ k : ℕ, B ((Bd ^ (k + 1)) ψ) = ((k : ℝ) + 1) • (Bd ^ k) ψ := by
    intro k
    induction k with
    | zero => rw [hp 0, hc]; simp [hvac]
    | succ k ih => rw [hp (k + 1), hc, ih, map_smul, ← hp k]; push_cast; module
  induction m with
  | zero => simpa using hψ
  | succ m ih =>
    intro h0
    have h1 := hl m
    rw [h0, map_zero] at h1
    have hm : (m : ℝ) + 1 ≠ 0 := by positivity
    exact smul_ne_zero hm ih h1.symm
```

Suppose also n↑ψ = pψ and n↓ψ = qψ for real p and q. The displaced form of H with Bψ = 0 gives

    Hψ = [−(g²/w)(p + q) + (U − 2g²/w) pq] ψ

and each B† adds w by the ladder relation. So for every natural number m, `polaron_levels` states that (B†)^m ψ is nonzero and an eigenvector of H with eigenvalue

    E(m, p, q) = m w − (g²/w)(p + q) + (U − 2g²/w) pq

The two cases of the induction are these two steps.

```lean
/-- If a nonzero `ψ` has occupations `p`, `q` and `B ψ = 0`, then `(B*)^m ψ` is a nonzero
eigenvector of `H` with energy `m w - (g²/w)(p + q) + (U - 2g²/w) p q`. -/
theorem polaron_levels {b bd nu nd : Module.End ℝ V} (h : HolsteinSite b bd nu nd) {w : ℝ}
    (hw : w ≠ 0) (g U p q : ℝ) {ψ : V} (hψ : ψ ≠ 0)
    (hvac : shift (g / w) (nu + nd) b ψ = 0) (hp : nu ψ = p • ψ) (hq : nd ψ = q • ψ) (m : ℕ) :
    (shift (g / w) (nu + nd) bd ^ m) ψ ≠ 0 ∧
      hamiltonian w g U b bd nu nd ((shift (g / w) (nu + nd) bd ^ m) ψ)
        = (m * w - g ^ 2 / w * (p + q) + (U - 2 * (g ^ 2 / w)) * (p * q))
          • (shift (g / w) (nu + nd) bd ^ m) ψ := by
  refine ⟨tower_ne_zero (shift_site h _).ccr hψ hvac m, ?_⟩
  induction m with
  | zero =>
    rw [(lang_firsov h hw g U).2, pow_zero, Module.End.one_apply, LinearMap.add_apply,
      LinearMap.sub_apply, LinearMap.smul_apply, Module.End.mul_apply, hvac]
    simp only [LinearMap.smul_apply, LinearMap.add_apply, Module.End.mul_apply, hp, hq,
      map_smul, map_zero, Nat.cast_zero]
    module
  | succ m ih =>
    -- each B* adds one quantum w
    have hl := LinearMap.congr_fun (ladder h hw g U) ((shift (g / w) (nu + nd) bd ^ m) ψ)
    rw [Module.End.mul_apply, LinearMap.add_apply, Module.End.mul_apply, ih, map_smul,
      LinearMap.smul_apply] at hl
    rw [pow_succ', Module.End.mul_apply, hl]
    push_cast
    module
```

Idempotency and ψ ≠ 0 leave only p, q ∈ {0, 1}, and at m = 0 the values 0, −g²/w and U − 4g²/w of the opening return. The vectors are unnormalised: in a Hilbert space where B† is the adjoint of B and ψ has norm 1, the normalised state is (B†)^m ψ/√(m!). The existence of ψ is a hypothesis. The theorem does not say that these levels exhaust the spectrum. For w > 0 the formula makes m = 0 the lowest level of the tower. That no other eigenvector with the same occupations lies lower is not claimed; the usual argument for it uses w > 0 and an inner product in which B† is the adjoint of B. The levels can serve as reference values for a calculation with a truncated boson basis in the one-site, zero-hopping limit, where truncation breaks [b, b†] = 1 in the top state.

## A polynomial model of the site

The relations would be empty if only the zero algebra satisfied them, and finite matrices of nonzero size are excluded, since a commutator has trace zero. An infinite-dimensional model uses four polynomials in a variable x, one for each pattern (↑ occupied or not, ↓ occupied or not).

```lean
/-- States with one polynomial for each up/down occupation pattern. -/
abbrev Fock : Type := Bool × Bool → ℝ[X]
```

The operator b acts as d/dx on each component and b† as multiplication by x, with d/dx (x f) − x df/dx = f for a polynomial f.

```lean
/-- Componentwise differentiation `d/dx`. -/
def fockD : Module.End ℝ Fock where
  toFun ψ := fun s => derivative (ψ s)
  map_add' ψ φ := by funext s; simp
  map_smul' c ψ := by funext s; simp

/-- Componentwise multiplication by `x`. -/
def fockX : Module.End ℝ Fock where
  toFun ψ := fun s => X * ψ s
  map_add' ψ φ := by funext s; simp [mul_add]
  map_smul' c ψ := by funext s; simp
```

An occupation keeps the components whose pattern is selected and sets the rest to zero; `occ Prod.fst` is n↑ and `occ Prod.snd` is n↓.

```lean
/-- Projector on the occupation patterns selected by `σ`. -/
def occ (σ : Bool × Bool → Bool) : Module.End ℝ Fock where
  toFun ψ := fun s => if σ s then ψ s else 0
  map_add' ψ φ := by funext s; by_cases hs : σ s <;> simp [hs]
  map_smul' c ψ := by funext s; by_cases hs : σ s <;> simp [hs]
```

The candidate vacuum is the constant 1 in the doubly occupied component.

```lean
/-- The constant polynomial `1` in the doubly occupied component, zero elsewhere. -/
def pairState : Fock := fun s => if s = (true, true) then 1 else 0
```

The theorem `site_witness` verifies the eight relations component by component over the four patterns. It adds n↑n↓ ≠ 0, seen on the doubly occupied component, and n↑ ≠ n↓, seen on the component with ↑ only.

```lean
/-- `d/dx`, `x` and the up and down projectors meet the site relations, with `nu nd ≠ 0`
and `nu ≠ nd`. -/
theorem site_witness : HolsteinSite fockD fockX (occ Prod.fst) (occ Prod.snd) ∧
    occ Prod.fst * occ Prod.snd ≠ 0 ∧ occ Prod.fst ≠ occ Prod.snd := by
  refine ⟨⟨?_, ?_, ?_, ?_, ?_, ?_, ?_, ?_⟩, fun h => ?_, fun h => ?_⟩
  iterate 8
    (try unfold Commute SemiconjBy)
    refine LinearMap.ext fun ψ => funext fun s => ?_
    rcases s with ⟨_ | _, _ | _⟩ <;> simp [fockD, fockX, occ, derivative_mul]
  · have := congrFun (LinearMap.congr_fun h (fun _ => 1)) (true, true)
    simp [occ] at this
  · have := congrFun (LinearMap.congr_fun h (fun _ => 1)) (true, false)
    simp [occ] at this
```

With b = d/dx, the equation Bψ = 0 in the doubly occupied component reads dψ/dx + 2cψ = 0, solved by exp(−2c x), which is not a polynomial for c ≠ 0. The model is therefore displaced first:

    b = d/dx − c n,   b† = x − c n,   B = b + c n = d/dx

The site relations survive by `shift_site`, the cancellation of the two displacements is `e`, and d/dx annihilates the constant. Thus `vacuum_witness` supplies, for every real c, a nonzero state with both occupations 1 and Bψ = 0. With c = g/w these are the site and state hypotheses of `polaron_levels` at p = q = 1, where the tower is x^m with eigenvalue m w + U − 4g²/w. The counter-examples, limits, trace argument, normalisation and this last substitution are side arguments that no theorem in the code states.

```lean
/-- With `b = d/dx - c n` and `b* = x - c n` the site relations hold, and `pairState` is a
nonzero state with both occupations `1` annihilated by `b + c n`. -/
theorem vacuum_witness (c : ℝ) :
    HolsteinSite (shift (-c) (occ Prod.fst + occ Prod.snd) fockD)
      (shift (-c) (occ Prod.fst + occ Prod.snd) fockX) (occ Prod.fst) (occ Prod.snd) ∧
    pairState ≠ 0 ∧
    shift c (occ Prod.fst + occ Prod.snd)
      (shift (-c) (occ Prod.fst + occ Prod.snd) fockD) pairState = 0 ∧
    occ Prod.fst pairState = (1 : ℝ) • pairState ∧
    occ Prod.snd pairState = (1 : ℝ) • pairState := by
  have e : shift c (occ Prod.fst + occ Prod.snd)
      (shift (-c) (occ Prod.fst + occ Prod.snd) fockD) = fockD := by
    unfold shift; module
  rw [e]
  refine ⟨shift_site site_witness.1 _, fun h => ?_, ?_, ?_, ?_⟩
  · have := congrFun h (true, true)
    simp [pairState] at this
  all_goals
    funext s
    rcases s with ⟨_ | _, _ | _⟩ <;> simp [fockD, occ, pairState]

end

end LangFirsov
```

```lean
#print axioms LangFirsov.lang_firsov
-- 'LangFirsov.lang_firsov' depends on axioms: [propext, Classical.choice, Quot.sound]
#print axioms LangFirsov.lang_firsov_multimode
-- 'LangFirsov.lang_firsov_multimode' depends on axioms: [propext, Classical.choice, Quot.sound]
#print axioms LangFirsov.polaron_levels
-- 'LangFirsov.polaron_levels' depends on axioms: [propext, Classical.choice, Quot.sound]
```
